# In a static BdG model, the symmetric part of the pair amplitude is odd in frequency

If Fermi statistics is read as demanding an antisymmetric pair amplitude at every frequency, a calculation discards a symmetric part that can be present. For a finite, static Bogoliubov–de Gennes (BdG) Hamiltonian, that part changes sign with the frequency.

In Lean 4 with Mathlib:

```lean
import Mathlib

open Matrix

namespace BerezinskiiRule

variable {n : Type*} [Fintype n] [DecidableEq n]

/-- The Bogoliubov-de Gennes matrix with normal part `h` and pairing matrix `D`. -/
def bdg (h D : Matrix n n ℂ) : Matrix (n ⊕ n) (n ⊕ n) ℂ :=
  fromBlocks h D (-(D.map star)) (-(h.map star))

/-- `G` is the Green function of `H` at complex frequency `z`: `(z - H) G = 1`. -/
def IsGreen (H : Matrix (n ⊕ n) (n ⊕ n) ℂ) (z : ℂ) (G : Matrix (n ⊕ n) (n ⊕ n) ℂ) : Prop :=
  (z • (1 : Matrix (n ⊕ n) (n ⊕ n) ℂ) - H) * G = 1

/-- The pair amplitude (anomalous Green function): the upper-right block of `G`. -/
def pair (G : Matrix (n ⊕ n) (n ⊕ n) ℂ) : Matrix n n ℂ := G.toBlocks₁₂

/-- The matrix that exchanges particle and hole components. -/
def phSwap (n : Type*) [DecidableEq n] : Matrix (n ⊕ n) (n ⊕ n) ℂ :=
  fromBlocks 0 1 1 0

/-- Exchanging particles and holes twice changes nothing. -/
theorem phSwap_mul_self : phSwap n * phSwap n = 1 := by
  rw [phSwap, fromBlocks_multiply]
  simp

/-- Particle-hole symmetry: for Hermitian `h` and antisymmetric `D`, transposing the BdG matrix
and exchanging particles with holes reverses its sign. -/
theorem bdg_particle_hole {h D : Matrix n n ℂ} (hh : h.IsHermitian) (hD : Dᵀ = -D) :
    phSwap n * (bdg h D)ᵀ * phSwap n = -bdg h D := by
  have h1 : hᵀ = h.map star := by
    ext i j
    exact (hh.apply j i).symm
  have h2 : (h.map star)ᵀ = h := by
    ext i j
    exact hh.apply i j
  have h3 : (D.map star)ᵀ = -(D.map star) := by
    ext i j
    have e : D j i = -D i j := congrFun (congrFun hD i) j
    change star (D j i) = -star (D i j)
    rw [e, star_neg]
  rw [bdg, fromBlocks_transpose, transpose_neg, transpose_neg, h2, h3, h1, hD, phSwap,
    fromBlocks_multiply, fromBlocks_multiply, fromBlocks_neg]
  simp

/-- For Hermitian `h` and antisymmetric `D`, a Green function at `z` yields one at `-z`, by
transposition, particle-hole exchange and a change of sign. -/
theorem green_reflect {h D : Matrix n n ℂ} (hh : h.IsHermitian) (hD : Dᵀ = -D) {z : ℂ}
    {G : Matrix (n ⊕ n) (n ⊕ n) ℂ} (hG : IsGreen (bdg h D) z G) :
    IsGreen (bdg h D) (-z) (-(phSwap n * Gᵀ * phSwap n)) := by
  unfold IsGreen at hG ⊢
  -- transpose the resolvent equation
  have hT := congrArg transpose (mul_eq_one_comm.mp hG)
  rw [transpose_mul, transpose_sub, transpose_smul, transpose_one] at hT
  -- particle-hole exchange turns `z - Hᵀ` into `z + H`
  have hs : (-z) • (1 : Matrix (n ⊕ n) (n ⊕ n) ℂ) - bdg h D =
      -(phSwap n * (z • (1 : Matrix (n ⊕ n) (n ⊕ n) ℂ) - (bdg h D)ᵀ) * phSwap n) := by
    rw [mul_sub, sub_mul, bdg_particle_hole hh hD, mul_smul_comm, smul_mul_assoc, mul_one,
      phSwap_mul_self]
    module
  rw [hs, neg_mul_neg]
  generalize z • (1 : Matrix (n ⊕ n) (n ⊕ n) ℂ) - (bdg h D)ᵀ = A at hT ⊢
  calc phSwap n * A * phSwap n * (phSwap n * Gᵀ * phSwap n)
      = phSwap n * A * (phSwap n * phSwap n) * Gᵀ * phSwap n := by simp only [mul_assoc]
    _ = phSwap n * (A * Gᵀ) * phSwap n := by
        rw [phSwap_mul_self, mul_one, mul_assoc (phSwap n) A]
    _ = 1 := by rw [hT, mul_one, phSwap_mul_self]

/-- **Berezinskii rule.** For Hermitian `h` and antisymmetric `D`, with Green functions `G` at `z`
and `G'` at `-z`, the pair amplitude obeys `F(z)ᵀ = -F(-z)`. -/
theorem berezinskii {h D : Matrix n n ℂ} (hh : h.IsHermitian) (hD : Dᵀ = -D) {z : ℂ}
    {G G' : Matrix (n ⊕ n) (n ⊕ n) ℂ} (hG : IsGreen (bdg h D) z G)
    (hG' : IsGreen (bdg h D) (-z) G') : (pair G)ᵀ = -pair G' := by
  -- the inverse of `-z - H` is unique
  have e : G' = -(phSwap n * Gᵀ * phSwap n) :=
    left_inv_eq_right_inv (mul_eq_one_comm.mp hG') (green_reflect hh hD hG)
  have key : (phSwap n * Gᵀ * phSwap n).toBlocks₁₂ = (G.toBlocks₁₂)ᵀ := by
    conv_lhs => rw [← fromBlocks_toBlocks G]
    rw [phSwap, fromBlocks_transpose, fromBlocks_multiply, fromBlocks_multiply,
      toBlocks_fromBlocks₁₂]
    simp
  rw [pair, pair, ← key, e]
  ext i j
  simp [toBlocks₁₂]

/-- For Hermitian `h` and antisymmetric `D`, the symmetric part of the pair amplitude is odd in
frequency and the antisymmetric part is even, wherever both Green functions exist. -/
theorem frequency_parity {h D : Matrix n n ℂ} (hh : h.IsHermitian) (hD : Dᵀ = -D) {z : ℂ}
    {G G' : Matrix (n ⊕ n) (n ⊕ n) ℂ} (hG : IsGreen (bdg h D) z G)
    (hG' : IsGreen (bdg h D) (-z) G') :
    pair G' + (pair G')ᵀ = -(pair G + (pair G)ᵀ) ∧
      pair G' - (pair G')ᵀ = pair G - (pair G)ᵀ := by
  have e : pair G' = -(pair G)ᵀ := by rw [berezinskii hh hD hG hG', neg_neg]
  rw [e, transpose_neg, transpose_transpose]
  constructor <;> abel

/-- The pair amplitude between orbitals `a` and `b`, projected on the spin matrix `σ`. -/
def channel {o s : Type*} [Fintype s] (σ : Matrix s s ℂ) (F : Matrix (o × s) (o × s) ℂ)
    (a b : o) : ℂ :=
  ∑ i, ∑ j, σ i j * F (a, i) (b, j)

/-- Let `h` be Hermitian and `D` antisymmetric on orbitals times spins. In a spin channel with
`σᵀ = p σ`, reversing the frequency exchanges the two orbitals and multiplies by `-p`. -/
theorem spin_channel_rule {o s : Type*} [Fintype o] [DecidableEq o] [Fintype s] [DecidableEq s]
    {h D : Matrix (o × s) (o × s) ℂ} (hh : h.IsHermitian) (hD : Dᵀ = -D) {z : ℂ}
    {G G' : Matrix ((o × s) ⊕ (o × s)) ((o × s) ⊕ (o × s)) ℂ}
    (hG : IsGreen (bdg h D) z G) (hG' : IsGreen (bdg h D) (-z) G')
    {σ : Matrix s s ℂ} {p : ℂ} (hσ : σᵀ = p • σ) (a b : o) :
    channel σ (pair G') a b = -p * channel σ (pair G) b a := by
  have e : ∀ x y, pair G' x y = -pair G y x := by
    intro x y
    have q : pair G y x = -pair G' x y :=
      congrFun (congrFun (berezinskii hh hD hG hG') x) y
    linear_combination q
  have w : ∀ i j, σ i j = p * σ j i := fun i j => congrFun (congrFun hσ j) i
  unfold channel
  rw [Finset.sum_comm, Finset.mul_sum]
  refine Finset.sum_congr rfl fun j _ => ?_
  rw [Finset.mul_sum]
  refine Finset.sum_congr rfl fun i _ => ?_
  rw [e, w i j]
  ring

/-- One orbital with two spin states, split by a Zeeman field `b`. -/
def zeeman (b : ℝ) : Matrix (Fin 2) (Fin 2) ℂ := !![(b : ℂ), 0; 0, -(b : ℂ)]

/-- The spin-singlet pairing matrix with real gap `d`. -/
def singletGap (d : ℝ) : Matrix (Fin 2) (Fin 2) ℂ := !![0, (d : ℂ); -(d : ℂ), 0]

/-- For a singlet gap `d` in a Zeeman field `b`, the symmetric pair amplitude at `z`, multiplied
by `((z - b)² - d²) ((z + b)² - d²)`, equals `4 b d z`. -/
theorem zeeman_odd_amplitude (b d : ℝ) {z : ℂ} {G : Matrix (Fin 2 ⊕ Fin 2) (Fin 2 ⊕ Fin 2) ℂ}
    (hG : IsGreen (bdg (zeeman b) (singletGap d)) z G) :
    ((z - b) ^ 2 - d ^ 2) * ((z + b) ^ 2 - d ^ 2) * (pair G 0 1 + pair G 1 0) =
      4 * b * d * z := by
  unfold IsGreen at hG
  -- the four resolvent equations that contain the pair amplitudes
  have e1 : (z - b) * G (.inl 0) (.inr 1) - d * G (.inr 1) (.inr 1) = 0 := by
    have q := congrFun (congrFun hG (.inl 0)) (.inr 1)
    simp [bdg, zeeman, singletGap, mul_apply, Fin.sum_univ_two, one_apply] at q
    linear_combination q
  have e2 : -d * G (.inl 0) (.inr 1) + (z - b) * G (.inr 1) (.inr 1) = 1 := by
    have q := congrFun (congrFun hG (.inr 1)) (.inr 1)
    simp [bdg, zeeman, singletGap, mul_apply, Fin.sum_univ_two, one_apply] at q
    linear_combination q
  have e3 : (z + b) * G (.inl 1) (.inr 0) + d * G (.inr 0) (.inr 0) = 0 := by
    have q := congrFun (congrFun hG (.inl 1)) (.inr 0)
    simp [bdg, zeeman, singletGap, mul_apply, Fin.sum_univ_two, one_apply] at q
    linear_combination q
  have e4 : d * G (.inl 1) (.inr 0) + (z + b) * G (.inr 0) (.inr 0) = 1 := by
    have q := congrFun (congrFun hG (.inr 0)) (.inr 0)
    simp [bdg, zeeman, singletGap, mul_apply, Fin.sum_univ_two, one_apply] at q
    linear_combination q
  change _ * (G (.inl 0) (.inr 1) + G (.inl 1) (.inr 0)) = _
  linear_combination ((z + b) ^ 2 - d ^ 2) * ((z - b) * e1 + d * e2) +
    ((z - b) ^ 2 - d ^ 2) * ((z + b) * e3 - d * e4)

/-- At `b = d = z = 1` the Zeeman matrix is Hermitian, the singlet gap is antisymmetric, and the
Green function is the displayed matrix. -/
theorem zeeman_witness :
    (zeeman 1).IsHermitian ∧ (singletGap 1)ᵀ = -singletGap 1 ∧
      IsGreen (bdg (zeeman 1) (singletGap 1)) 1
        (fromBlocks !![0, 0; 0, 2 / 3] !![0, -1; -1 / 3, 0]
          !![0, -1 / 3; -1, 0] !![2 / 3, 0; 0, 0]) := by
  refine ⟨?_, ?_, ?_⟩
  · ext i j
    fin_cases i <;> fin_cases j <;> simp [zeeman]
  · ext i j
    fin_cases i <;> fin_cases j <;> simp [singletGap]
  · unfold IsGreen
    ext i j
    rcases i with i | i <;> rcases j with j | j <;> fin_cases i <;> fin_cases j <;>
      simp [bdg, zeeman, singletGap, mul_apply, Fin.sum_univ_two, one_apply] <;> norm_num

end BerezinskiiRule
```

```lean
#print axioms BerezinskiiRule.frequency_parity
-- 'BerezinskiiRule.frequency_parity' depends on axioms: [propext, Classical.choice, Quot.sound]
#print axioms BerezinskiiRule.spin_channel_rule
-- 'BerezinskiiRule.spin_channel_rule' depends on axioms: [propext, Classical.choice, Quot.sound]
#print axioms BerezinskiiRule.zeeman_odd_amplitude
-- 'BerezinskiiRule.zeeman_odd_amplitude' depends on axioms: [propext, Classical.choice, Quot.sound]
```

## Exchanging modes reverses the frequency

Let h be the one-particle Hamiltonian, measured from the chemical potential, and D the pairing matrix, usually written Δ. With * for entrywise conjugation, `bdg h D` is

H = [[h, D], [−D*, −h*]].

The hypothesis on h is Hermiticity, so there is no gain or loss. The hypothesis on D is Dᵀ = −D, which expresses the anticommutation of the two paired fermions.

`IsGreen H z G` says (z − H)G = 1 at complex frequency z, so the existence of the Green function G is assumed. The upper-right block of G is the pair amplitude F(z), called `pair G`. If G′ is a Green function at −z, `berezinskii` states

F(z)ᵀ = −F(−z).

`frequency_parity` draws the consequence: F + Fᵀ is odd in z and F − Fᵀ is even.

The name Berezinskii usually refers to time-ordered pair correlations, with interactions allowed. Here the rule concerns the resolvent of a quadratic Hamiltonian with frequency-independent h and D. Identifying its upper-right block with a Fourier-transformed pair correlation is the physical step left to the reader. In finite mean-field simulations, the rule gives the pair amplitude at −z from the one at z. For z = ω + iη with ω real and η > 0, the point −z = −ω − iη lies below the real axis, so the rule links the retarded amplitude at ω to the advanced one at −ω. It doesn't say that the retarded amplitude alone has a parity in ω.

## Particle-hole exchange supplies the sign

Let S = [[0, 1], [1, 0]] exchange particles and holes; then S² = 1. Since hᵀ = h* and Dᵀ = −D,

Hᵀ = [[h*, D*], [−D, −h]].

Multiplying by S on both sides exchanges the diagonal blocks with each other, and likewise the off-diagonal ones:

S Hᵀ S = [[−h, −D], [D*, h*]] = −H.

This is `bdg_particle_hole`. Next, `green_reflect` rewrites (z − H)G = 1 as G(z − H) = 1 and transposes:

(z − Hᵀ)Gᵀ = 1.

Multiplying by S on both sides and inserting S² = 1 between the factors gives

(z + H)(S Gᵀ S) = 1, hence (−z − H)(−S Gᵀ S) = 1.

So −S Gᵀ S is a Green function at −z, and uniqueness of the inverse makes it equal to G′. Its upper-right block is −F(z)ᵀ, which proves the rule. Substituting F(−z) = −F(z)ᵀ into the sum and difference of F(−z) and its transpose gives the two parities.

## One-sided inverses suffice in finite dimension

`IsGreen` asks only for a right inverse. Mathlib's `mul_eq_one_comm` turns AB = 1 into BA = 1 for finite square matrices over ℂ. The proof uses it before transposing, and again to make G′ a left inverse of −z − H. Then `left_inv_eq_right_inv` equates G′ with the right inverse −S Gᵀ S.

## Singlet and triplet channels

Now let each mode carry an orbital and a spin index. For a spin matrix σ with σᵀ = pσ, `channel` forms

f(a,b;z) = Σᵢⱼ σᵢⱼ F₍ₐ,ᵢ₎,₍b,ⱼ₎(z).

The rule exchanges both orbital and spin indices, and restoring the order in σ costs a factor p. Thus `spin_channel_rule` gives

f(a,b;−z) = −p f(b,a;z).

A singlet has p = −1 and a triplet p = 1. A triplet amplitude within one orbital is therefore odd in frequency.

## A singlet gap in a Zeeman field

Take one orbital with spin states 0 and 1, h = diag(b, −b) and D = [[0, d], [−d, 0]], where b is now the Zeeman energy, not an orbital label, and d is the gap, both real. Eliminating the hole components from the resolvent equations gives

((z − b)² − d²) F₀₁ = d,

((z + b)² − d²) F₁₀ = −d.

Multiplying each equation by the other's prefactor and adding yields `zeeman_odd_amplitude`:

((z − b)² − d²)((z + b)² − d²)(F₀₁ + F₁₀) = 4bdz.

Where the Green function exists, the symmetric part is thus nonzero whenever b, d and z are.

At b = d = z = 1, the two equations read −F₀₁ = 1 and 3F₁₀ = −1, so F₀₁ = −1 and F₁₀ = −1/3, the entries in `zeeman_witness`. At z = −1 they give F₀₁ = 1/3 and F₁₀ = 1. The sum changes from −4/3 to 4/3, while the difference F₀₁ − F₁₀ stays at −2/3. For the normalised triplet combination (F₀₁ + F₁₀)/√2, the values are −2√2/3 and 2√2/3.
